# Cancelling a nonnegative factor: from a d² ≤ K d to a d ≤ K when K is nonnegative

The lemma concerns three real numbers `a`, `d` and `K`, with `d` and `K` nonnegative and `a` of either sign. It says that if a d² ≤ K d, then a d ≤ K. In physics it can serve to turn a quadratic term bounded by a linear one into a bound on a d, but the statement itself assumes no physical model and gives the three numbers no physical meaning. The proof splits on whether `d` is zero, where the claim reduces to 0 ≤ K, or positive, where one factor of `d` is to be cancelled from both sides.

Lean 4 with Mathlib refuses this proof:

```lean
import Mathlib

open Set

namespace ForceBalance

noncomputable section

variable {V : Type*} [NormedAddCommGroup V]

variable {S : Set V} {E D : V → ℝ} {n0 n1 : V} {m K : ℝ}

/-- If `d` and `K` are nonnegative and `a d²` is at most `K d`, then `a d` is at most `K`. -/
theorem force_balance {a d : ℝ} (hK : 0 ≤ K) (hd : 0 ≤ d)
    (h : a * d ^ 2 ≤ K * d) : a * d ≤ K := by
  rcases hd.eq_or_lt with h0 | h0
  · rw [← h0]
    simpa using hK
  · exact le_of_mul_le_mul_right (by linarith [h, sq d, mul_assoc a d d,
      congrArg (fun z => a * z) (sq d)] : a * d * d ≤ K * d) h0

end

end ForceBalance
```

Compiling this gives:

```
Main.lean:20:14: error: unexpected token '('; expected ']'
Main.lean:20:6: error: don't know how to synthesize implicit argument `a₂`
  @congrArg ?m.75 ?m.76 ?m.77 ?m.78
context:
K a d : ℝ
hK : 0 ≤ K
hd : 0 ≤ d
h : a * d ^ 2 ≤ K * d
h0 : 0 < d
⊢ ?m.75
Main.lean:20:6: error: don't know how to synthesize implicit argument `a₁`
  @congrArg ?m.75 ?m.76 ?m.77 ?m.78
context:
K a d : ℝ
hK : 0 ≤ K
hd : 0 ≤ d
h : a * d ^ 2 ≤ K * d
h0 : 0 < d
⊢ ?m.75
Main.lean:20:6: error: don't know how to synthesize implicit argument `β`
  @congrArg ?m.75 ?m.76 ?m.77 ?m.78
context:
K a d : ℝ
hK : 0 ≤ K
hd : 0 ≤ d
h : a * d ^ 2 ≤ K * d
h0 : 0 < d
⊢ Sort ?u.51
Main.lean:20:6: error: don't know how to synthesize implicit argument `α`
  @congrArg ?m.75 ?m.76 ?m.77 ?m.78
context:
K a d : ℝ
hK : 0 ≤ K
hd : 0 ≤ d
h : a * d ^ 2 ≤ K * d
h0 : 0 < d
⊢ Sort ?u.52
Main.lean:19:34: error: unsolved goals
K a d : ℝ
hK : 0 ≤ K
hd : 0 ≤ d
h : a * d ^ 2 ≤ K * d
h0 : 0 < d
⊢ ?m.67 * ?m.66 ≤ ?m.68 * ?m.66
```

Fix (accepted with no message):

```diff
@@ -17,6 +17,6 @@
   · rw [← h0]
     simpa using hK
-  · exact le_of_mul_le_mul_right (by linarith [h, sq d, mul_assoc a d d,
-      congrArg (fun z => a * z) (sq d)] : a * d * d ≤ K * d) h0
+  · have h' : a * d * d ≤ K * d := by linarith
+    exact le_of_mul_le_mul_right h' h0
 
 end
```

Diagnosis. The first error is one of layout. Inside a `by` block, the arguments of a function must stand further right than the column where the block's tactics begin, here that of `linarith`. The second line of the hint list starts far to the left of it, so Lean reads `congrArg` alone, refuses its argument `(fun z => a * z)`, and expects the list to close.

The other errors follow from this. Without its arguments, `congrArg` leaves Lean no way to find its implicit ones. The type `a * d * d ≤ K * d` comes after the break and is lost, so the goal left unsolved has placeholders for its factors.

The repair drops the hint list, and with it the badly placed line. The hints were not needed: `linarith` finds `h` in the context, and its normalisation treats `a * d ^ 2` and `a * d * d` as the same term. Stating the inequality first, as `h'`, is mere tidying; the cancellation by `le_of_mul_le_mul_right` is unchanged.
